# Fourth-order expansion of the mixing-entropy term (1 + x) ln(1 + x), with error at most 4|x|⁵ for |x| ≤ 1/2

The mixing-entropy term (1 + x) ln(1 + x) is approximated near x = 0 by the polynomial x + x²/2 − x³/6 + x⁴/12. The theorem says that for every real x with |x| ≤ 1/2 the error is at most 4|x|⁵; it concerns this one function of a real number, and no Hamiltonian or probability distribution enters. The proof starts from Mathlib's remainder bound for the logarithm series, |x|⁵/(1 − |x|) after four terms, and weakens it to 2|x|⁵. It then multiplies by 1 + x, which is at most 3/2 in absolute value, and absorbs the left-over fifth-order term into the final bound.

The failing Lean file:

```lean
import Mathlib

namespace MeanFieldPotts

noncomputable section

/-- Fourth-order expansion of the mixing-entropy term, with an explicit error bound. -/
theorem entropy_expansion {x : ℝ} (hx : |x| ≤ 1 / 2) :
    |(1 + x) * Real.log (1 + x) - (x + x ^ 2 / 2 - x ^ 3 / 6 + x ^ 4 / 12)| ≤ 4 * |x| ^ 5 := by
  have h := Real.abs_log_sub_add_sum_range_le (x := -x) (by rw [abs_neg]; linarith) 4
  have hs : ∑ i ∈ Finset.range 4, (-x) ^ (i + 1) / ((i : ℝ) + 1)
      = -(x - x ^ 2 / 2 + x ^ 3 / 3 - x ^ 4 / 4) := by
    simp only [Finset.sum_range_succ, Finset.sum_range_zero]
    push_cast
    ring
  rw [hs, abs_neg, sub_neg_eq_add] at h
  have hp : 0 ≤ |x| ^ 5 := by positivity
  have hR := h.trans (show |x| ^ (4 + 1) / (1 - |x|) ≤ 2 * |x| ^ 5 by
    rw [div_le_iff₀ (by linarith)]
    nlinarith [mul_nonneg hp (sub_nonneg.2 hx)])
  obtain ⟨hl, hu⟩ := abs_le.1 hx
  have h1 : |1 + x| ≤ 3 / 2 := abs_le.2 ⟨by linarith, by linarith⟩
  have h2 := mul_le_mul h1 hR (abs_nonneg _) (by norm_num)
  rw [← abs_mul] at h2
  obtain ⟨h3, h4⟩ := abs_le.1 h2
  obtain ⟨h5, h6⟩ := abs_le.1 (abs_pow x 5).le
  rw [abs_le]
  constructor <;> nlinarith

end

end MeanFieldPotts
```

Lean reports:

```
Main.lean:20:4: error: linarith failed to find a contradiction
x : ℝ
hx : |x| ≤ 1 / 2
h : |-(x - x ^ 2 / 2 + x ^ 3 / 3 - x ^ 4 / 4) + Real.log (1 + x)| ≤ |x| ^ (4 + 1) / (1 - |x|)
hs : ∑ i ∈ Finset.range 4, (-x) ^ (i + 1) / (↑i + 1) = -(x - x ^ 2 / 2 + x ^ 3 / 3 - x ^ 4 / 4)
hp : 0 ≤ |x| ^ 5
a✝ : 2 * |x| ^ 5 * (1 - |x|) < |x| ^ (4 + 1)
⊢ False
failed
```

The error arises in weakening the remainder bound. Once `div_le_iff₀` has cleared the denominator, the goal is `|x| ^ (4 + 1) ≤ 2 * |x| ^ 5 * (1 - |x|)`. This is true, and the product handed to `nlinarith`, which says that |x|⁵(1/2 − |x|) is non-negative, is all it needs: twice that product is the right side minus |x|⁵.

The trouble is the exponent `4 + 1`, left over from using the Mathlib lemma with four terms. When `nlinarith` looks for a linear combination, it reads a power as a monomial only if the exponent is a numeral. It therefore treats `|x| ^ (4 + 1)` as an unknown unrelated to `|x| ^ 5`, and no combination of the hypotheses bounds it, hence "linarith failed to find a contradiction".

The repair proves `e : |x| ^ (4 + 1) = |x| ^ 5` by `norm_num`, which evaluates the sum, and rewrites the goal with it. Both sides now use the same power, and the unchanged `nlinarith` call succeeds.

The change, after which it compiles:

```diff
@@ -17,5 +17,6 @@
   have hp : 0 ≤ |x| ^ 5 := by positivity
   have hR := h.trans (show |x| ^ (4 + 1) / (1 - |x|) ≤ 2 * |x| ^ 5 by
-    rw [div_le_iff₀ (by linarith)]
+    have e : |x| ^ (4 + 1) = |x| ^ 5 := by norm_num
+    rw [div_le_iff₀ (by linarith), e]
     nlinarith [mul_nonneg hp (sub_nonneg.2 hx)])
   obtain ⟨hl, hu⟩ := abs_le.1 hx
```
